# Isotropic stress of the LDA exchange-correlation energy at fixed electron number per grid point

When a periodic cell is deformed, its energy changes in a way that depends on what happens to the density. Here the grid points move with the cell and each keeps its electrons, so every density value is divided by the ratio of the new volume to the old. Plane-wave orbitals with fixed coefficients behave in this way, because their normalisation factor carries the cell volume and their phases at the moving grid points do not change.

Let the unstrained cell have volume $\Omega>0$ and carry $N+1$ grid points with densities $n_i>0$, where $i=0,\dots,N$. Let $f(x)$ be the energy per volume at density $x$, differentiable for $x>0$ with derivative $v(x)$. If $f$ is the exchange-correlation energy density, $v$ is the exchange-correlation potential. A real $3\times3$ matrix $A$ deforms the cell by $1+tA$, the volume ratio is $d(t)=\det(1+tA)$, and the local energy, without the kinetic and electrostatic parts, is

$$E(t)=\frac{\Omega\,d(t)}{N+1}\sum_i f\!\left(\frac{n_i}{d(t)}\right).$$

The claim is that

$$E'(0)=\operatorname{tr}(A)\left(E(0)-\frac{\Omega}{N+1}\sum_i v(n_i)\,n_i\right).$$

To first order the strain enters only through its trace, so the stress tensor of this local energy is a multiple of the identity. In a plane-wave calculation whose purely local functional is evaluated on a finite grid, with the density of the plane-wave orbitals alone, the exchange-correlation term therefore contributes only to the diagonal of the stress, equally in all three directions. If a core density that does not dilute in this way is added inside the functional, the result no longer applies, and off-diagonal contributions can appear.

## From the determinant to the stress

Expanding the determinant gives

$$d(t)=1+t\operatorname{tr}A+t^2m+t^3\det A,$$

where $m$ is the sum of the three principal $2\times2$ minors of $A$. Hence $d(0)=1$ and $d'(0)=\operatorname{tr}A$. The diluted density at point $i$ has derivative

$$\left.\frac{d}{dt}\frac{n_i}{d(t)}\right|_{0}=-\frac{n_i\,d'(0)}{d(0)^2}=-n_i\operatorname{tr}A,$$

and by the chain rule $f(n_i/d(t))$ has derivative $-v(n_i)\,n_i\operatorname{tr}A$ at $t=0$. The product rule then gives

$$E'(0)=\frac{\Omega\operatorname{tr}A}{N+1}\sum_i f(n_i)-\frac{\Omega\operatorname{tr}A}{N+1}\sum_i v(n_i)\,n_i .$$

Since $E(0)=\frac{\Omega}{N+1}\sum_i f(n_i)$, this is the claim.

The stress component $\sigma_{ab}$ is $1/\Omega$ times $E'(0)$ for the elementary strain whose only nonzero entry is a 1 at position $(a,b)$. The trace of that matrix is $\delta_{ab}$, so

$$\sigma_{ab}=\frac{\delta_{ab}}{N+1}\sum_i\bigl(f(n_i)-v(n_i)\,n_i\bigr).$$

With this sign, a positive diagonal means that the energy rises when the cell expands; the pressure is its negative.

## Power laws and linear energy densities

For $f(x)=c\,x^p$ we have $v(x)\,x=p\,f(x)$, so $\sigma_{ab}=(1-p)\,\delta_{ab}\,E(0)/\Omega$. Dirac exchange has $p=4/3$ and gives $-\delta_{ab}\,E(0)/(3\Omega)$.

The stress vanishes for all positive densities exactly when $f$ is linear on the positive reals. If $f(x)=cx$, then $v(x)=c$ and every term $f(n_i)-v(n_i)n_i$ is zero. Conversely, a uniform density $n_i=x$ with zero stress gives $f(x)=x\,v(x)$. Put $g(s)=f(e^s)/e^s$. Then

$$g'(s)=v(e^s)-\frac{f(e^s)}{e^s}=0,$$

so $g$ is constant, $g(\log x)=g(0)$, and $f(x)=f(1)\,x$. Such an energy merely counts electrons, whose number the strain leaves unchanged.

## Two grid points with exchange

Take $N=1$, $\Omega=2$, densities $n_0=1$ and $n_1=8$, and $f(x)=-x^{4/3}$, in arbitrary units. Then $f(n_0)=-1$ and $f(n_1)=-16$, so $E(0)=\frac{2}{2}(-17)=-17$. With $v(x)=-\frac43x^{1/3}$, the products $v(n_i)n_i$ are $-\frac43$ and $-\frac{64}{3}$. The differences $f(n_i)-v(n_i)n_i$ are $\frac13$ and $\frac{16}{3}$, with average $\frac{17}{6}$. This equals $-E(0)/(3\Omega)=17/6$.

Stretching along one axis gives $d(t)=1+t$ and $E(t)=-17(1+t)^{-1/3}$ near $t=0$, whose slope at zero is $17/3=\Omega\cdot\frac{17}{6}$. An elementary shear has $d(t)=1$ for every $t$ and leaves the energy constant.

## The strained energy in Lean

```lean
import Mathlib

open Matrix

namespace LDAStress

noncomputable section
```

The volume ratio is the determinant itself, with no linearisation. For large $t$ it may vanish or change sign, but only its behaviour near $t=0$ enters.

```lean
/-- Determinant of `1 + t A`; where it is positive, it is the ratio of the strained to the
unstrained cell volume. -/
def volumeRatio (A : Matrix (Fin 3) (Fin 3) ℝ) (t : ℝ) : ℝ := (1 + t • A).det
```

The type `Fin (N + 1)` indexes the grid points, so the grid is never empty and `N = 0` means a single point. The function `f` is defined on all reals, though the theorems constrain it only at positive arguments.

```lean
/-- LDA energy on a grid of `N + 1` points in a cell of volume `Ω` strained by `1 + t A`;
the densities `n i` are diluted by the volume ratio. -/
def ldaEnergy {N : ℕ} (f : ℝ → ℝ) (Ω : ℝ) (n : Fin (N + 1) → ℝ)
    (A : Matrix (Fin 3) (Fin 3) ℝ) (t : ℝ) : ℝ :=
  Ω * volumeRatio A t / ((N : ℝ) + 1) * ∑ i, f (n i / volumeRatio A t)
```

The stress is defined by derivatives of the energy, so its isotropy has to be proved. `Matrix.single a b 1` is the elementary strain. An off-diagonal one is not symmetric, and so combines a shear with an infinitesimal rotation.

```lean
/-- Stress tensor: the derivative of the LDA energy along each elementary strain,
divided by the cell volume. -/
def ldaStress {N : ℕ} (f : ℝ → ℝ) (Ω : ℝ) (n : Fin (N + 1) → ℝ) :
    Matrix (Fin 3) (Fin 3) ℝ :=
  Matrix.of fun a b => deriv (ldaEnergy f Ω n (Matrix.single a b 1)) 0 / Ω
```

The model describes a spin-unpolarised local energy alone. Gradient corrections, a core density that does not dilute with the cell, and the kinetic and electrostatic energies are absent.

## The first-order response

The first theorem is the determinant expansion. `hpoly` proves the cubic polynomial identity by writing out the $3\times3$ determinant and calling `ring`. The three powers of $t$ are then differentiated separately, and at zero only the trace survives.

```lean
/-- To first order in the strain, the relative change of the cell volume is the trace
of the strain. -/
theorem volumeRatio_hasDerivAt (A : Matrix (Fin 3) (Fin 3) ℝ) :
    HasDerivAt (volumeRatio A) A.trace 0 := by
  -- the determinant is a cubic polynomial in t
  have hpoly : volumeRatio A = fun t => 1 + A.trace * t +
      (A 0 0 * A 1 1 - A 0 1 * A 1 0 + A 0 0 * A 2 2 - A 0 2 * A 2 0
        + A 1 1 * A 2 2 - A 1 2 * A 2 1) * t ^ 2 + A.det * t ^ 3 := by
    funext t
    simp [volumeRatio, Matrix.det_fin_three, Matrix.trace_fin_three]
    ring
  rw [hpoly]
  have h1 := (hasDerivAt_id' (0 : ℝ)).const_mul A.trace
  have h2 := (hasDerivAt_pow 2 (0 : ℝ)).const_mul
    (A 0 0 * A 1 1 - A 0 1 * A 1 0 + A 0 0 * A 2 2 - A 0 2 * A 2 0
      + A 1 1 * A 2 2 - A 1 2 * A 2 1)
  have h3 := (hasDerivAt_pow 3 (0 : ℝ)).const_mul A.det
  exact (((h1.const_add 1).fun_add h2).fun_add h3).congr_deriv (by norm_num)
```

At $t=0$ the volume ratio is 1, and the energy reduces to the cell volume times the grid average of `f`.

```lean
/-- At zero strain the LDA energy is the cell volume times the grid average of `f`. -/
theorem ldaEnergy_zero {N : ℕ} (f : ℝ → ℝ) (Ω : ℝ) (n : Fin (N + 1) → ℝ)
    (A : Matrix (Fin 3) (Fin 3) ℝ) :
    ldaEnergy f Ω n A 0 = Ω / ((N : ℝ) + 1) * ∑ i, f (n i) := by
  simp [ldaEnergy, volumeRatio]
```

The central theorem takes the hypothesis `hf`, that `v x` is the derivative of `f` at each positive `x`, and `hn`, that all densities are positive. It holds for any real `Ω`. In the proof, `hq` is the quotient rule for the diluted density and `hterm` the chain rule at one grid point. `hsum` adds the grid points, `hpre` differentiates the volume prefactor, and `fun_mul` joins the two by the product rule. The remaining lines collect the common factor $\operatorname{tr}A$.

```lean
/-- First-order response of the LDA energy to an arbitrary strain `A`, for positive densities: the
trace of `A` multiplies the difference between the unstrained energy and the grid integral of the
potential `v = f'` against the density. -/
theorem ldaEnergy_hasDerivAt {N : ℕ} {f v : ℝ → ℝ}
    (hf : ∀ x, 0 < x → HasDerivAt f (v x) x) (Ω : ℝ) {n : Fin (N + 1) → ℝ}
    (hn : ∀ i, 0 < n i) (A : Matrix (Fin 3) (Fin 3) ℝ) :
    HasDerivAt (ldaEnergy f Ω n A)
      (A.trace * (ldaEnergy f Ω n A 0 - Ω / ((N : ℝ) + 1) * ∑ i, v (n i) * n i)) 0 := by
  have hd := volumeRatio_hasDerivAt A
  have h0 : volumeRatio A 0 = 1 := by simp [volumeRatio]
  -- chain rule for the diluted density at each grid point
  have hterm : ∀ i, HasDerivAt (fun t => f (n i / volumeRatio A t))
      (v (n i) * (-(n i * A.trace))) 0 := by
    intro i
    have hq : HasDerivAt (fun t => n i / volumeRatio A t) (-(n i * A.trace)) 0 := by
      have h := (hasDerivAt_const (0 : ℝ) (n i)).fun_div hd (by rw [h0]; exact one_ne_zero)
      exact h.congr_deriv (by rw [h0]; ring)
    exact (hf _ (hn i)).comp_of_eq 0 hq (by simp [h0])
  have hsum := HasDerivAt.fun_sum (u := Finset.univ) (fun i _ => hterm i)
  have hpre : HasDerivAt (fun t => Ω * volumeRatio A t / ((N : ℝ) + 1))
      (Ω * A.trace / ((N : ℝ) + 1)) 0 := (hd.const_mul Ω).div_const _
  have hs : ∑ i, v (n i) * (-(n i * A.trace)) = -(A.trace * ∑ i, v (n i) * n i) := by
    rw [Finset.mul_sum, ← Finset.sum_neg_distrib]
    exact Finset.sum_congr rfl (fun i _ => by ring)
  -- product rule for the volume prefactor and the grid sum
  refine (hpre.fun_mul hsum).congr_deriv ?_
  rw [hs, ldaEnergy_zero]
  simp only [h0, div_one, mul_one]
  ring
```

## The stress tensor and its special cases

The isotropy theorem compares matrices entry by entry. `htr` checks the nine elementary strains and finds the Kronecker delta as their trace. The previous theorem supplies the value of `deriv`, and `field_simp` cancels the volume, which is where `Ω` must be nonzero.

```lean
/-- The LDA stress tensor is isotropic: it is the grid average of `f(n) - f'(n) n` times
the identity. -/
theorem ldaStress_isotropic {N : ℕ} {f v : ℝ → ℝ}
    (hf : ∀ x, 0 < x → HasDerivAt f (v x) x) {Ω : ℝ} (hΩ : 0 < Ω)
    {n : Fin (N + 1) → ℝ} (hn : ∀ i, 0 < n i) :
    ldaStress f Ω n =
      ((∑ i, (f (n i) - v (n i) * n i)) / ((N : ℝ) + 1)) •
        (1 : Matrix (Fin 3) (Fin 3) ℝ) := by
  ext a b
  have hN : (N : ℝ) + 1 ≠ 0 := by positivity
  have hΩ' : Ω ≠ 0 := hΩ.ne'
  -- the trace of an elementary strain is the Kronecker delta
  have htr : (Matrix.single a b (1 : ℝ)).trace = (1 : Matrix (Fin 3) (Fin 3) ℝ) a b := by
    fin_cases a <;> fin_cases b <;> simp
  have h := (ldaEnergy_hasDerivAt hf Ω hn (Matrix.single a b 1)).deriv
  simp only [ldaStress, Matrix.of_apply, Matrix.smul_apply, smul_eq_mul]
  rw [h, htr, ldaEnergy_zero, Finset.sum_sub_distrib]
  field_simp
```

For the power law, `c` and `p` are arbitrary real numbers. The expression `ldaEnergy ... 0 0` is the energy for the zero strain matrix at $t=0$, hence the unstrained energy. The step `hs` carries out $f(n_i)-v(n_i)n_i=(1-p)f(n_i)$ under the sum, using $n_i^{p-1}n_i=n_i^p$.

```lean
/-- For an energy density `c n ^ p` the stress is `(1 - p)` times the energy per volume,
times the identity. -/
theorem ldaStress_power_law {N : ℕ} (c p : ℝ) {Ω : ℝ} (hΩ : 0 < Ω)
    {n : Fin (N + 1) → ℝ} (hn : ∀ i, 0 < n i) :
    ldaStress (fun x => c * x ^ p) Ω n =
      ((1 - p) * (ldaEnergy (fun x => c * x ^ p) Ω n 0 0 / Ω)) •
        (1 : Matrix (Fin 3) (Fin 3) ℝ) := by
  have hf : ∀ x : ℝ, 0 < x →
      HasDerivAt (fun x : ℝ => c * x ^ p) ((fun y : ℝ => c * (p * y ^ (p - 1))) x) x :=
    fun x hx => (Real.hasDerivAt_rpow_const (Or.inl hx.ne')).const_mul c
  have hs : ∑ i, (c * n i ^ p - c * (p * n i ^ (p - 1)) * n i)
      = (1 - p) * ∑ i, c * n i ^ p := by
    rw [Finset.mul_sum]
    refine Finset.sum_congr rfl (fun i _ => ?_)
    have h : n i ^ (p - 1) * n i = n i ^ p := by
      rw [Real.rpow_sub_one (hn i).ne', div_mul_cancel₀ _ (hn i).ne']
    linear_combination (-c * p) * h
  have hN : (N : ℝ) + 1 ≠ 0 := by positivity
  have hΩ' : Ω ≠ 0 := hΩ.ne'
  rw [ldaStress_isotropic hf hΩ hn, ldaEnergy_zero]
  rw [hs]
  congr 1
  field_simp
```

Dirac exchange follows by setting $p=4/3$. The constant `c` stands for the strength of exchange in the uniform electron gas, where it is positive; the identity holds for any real value.

```lean
/-- For Dirac exchange, with energy density `-c n ^ (4/3)`, the stress is minus one third of
the exchange energy per volume, times the identity. -/
theorem ldaStress_dirac_exchange {N : ℕ} (c : ℝ) {Ω : ℝ} (hΩ : 0 < Ω)
    {n : Fin (N + 1) → ℝ} (hn : ∀ i, 0 < n i) :
    ldaStress (fun x => -c * x ^ (4 / 3 : ℝ)) Ω n =
      (-(1 / 3) * (ldaEnergy (fun x => -c * x ^ (4 / 3 : ℝ)) Ω n 0 0 / Ω)) •
        (1 : Matrix (Fin 3) (Fin 3) ℝ) := by
  rw [ldaStress_power_law (-c) (4 / 3) hΩ hn,
    show (1 - 4 / 3 : ℝ) = -(1 / 3) by norm_num]
```

The last theorem again assumes, through `hf`, that `f` is differentiable at every positive density. It fixes the grid size and the volume and lets the positive density vary. In the forward direction, `hz` inserts uniform densities and reads off the $(0,0)$ entry to obtain $f(x)=v(x)\,x$. `hg` shows that $g$ has zero derivative, and `is_const_of_deriv_eq_zero` compares its values at $\log x$ and $0$. The exponential variable makes $g$ a function on the whole real line, as that lemma requires. In the reverse direction, `hv` obtains $v(x)=c$ from the uniqueness of derivatives, since `f` agrees with a linear function near every positive `x`.

```lean
/-- The LDA stress vanishes for every positive density exactly when the energy density is
linear in the density. -/
theorem ldaStress_eq_zero_iff_linear (N : ℕ) {f v : ℝ → ℝ}
    (hf : ∀ x, 0 < x → HasDerivAt f (v x) x) {Ω : ℝ} (hΩ : 0 < Ω) :
    (∀ n : Fin (N + 1) → ℝ, (∀ i, 0 < n i) → ldaStress f Ω n = 0) ↔
      ∃ c : ℝ, ∀ x, 0 < x → f x = c * x := by
  have hN : (N : ℝ) + 1 ≠ 0 := by positivity
  constructor
  · intro h
    -- uniform densities give f x = x f' x
    have hz : ∀ x, 0 < x → f x = v x * x := by
      intro x hx
      have h1 := h (fun _ => x) (fun _ => hx)
      rw [ldaStress_isotropic hf hΩ (fun _ => hx)] at h1
      have h2 := congrFun (congrFun h1 0) 0
      simp only [Finset.sum_const, Finset.card_univ, Fintype.card_fin, nsmul_eq_mul,
        Nat.cast_add, Nat.cast_one, Matrix.smul_apply, Matrix.one_apply_eq, smul_eq_mul,
        mul_one, Matrix.zero_apply] at h2
      rw [mul_div_cancel_left₀ _ hN] at h2
      linarith
    -- hence f x / x is constant, seen in the variable s = log x
    have hg : ∀ s, HasDerivAt (fun s => f (Real.exp s) / Real.exp s) 0 s := by
      intro s
      have h1 : HasDerivAt (fun s => f (Real.exp s)) (v (Real.exp s) * Real.exp s) s :=
        (hf _ (Real.exp_pos s)).comp_of_eq s (Real.hasDerivAt_exp s) rfl
      exact (h1.fun_div (Real.hasDerivAt_exp s) (Real.exp_ne_zero s)).congr_deriv
        (by rw [hz _ (Real.exp_pos s)]; simp)
    refine ⟨f 1, fun x hx => ?_⟩
    have h3 := is_const_of_deriv_eq_zero (fun s => (hg s).differentiableAt)
      (fun s => (hg s).deriv) (Real.log x) 0
    simp only [Real.exp_log hx, Real.exp_zero, div_one] at h3
    rwa [div_eq_iff hx.ne'] at h3
  · rintro ⟨c, hc⟩ n hn
    have hv : ∀ x, 0 < x → v x = c := by
      intro x hx
      have h2 : HasDerivAt (fun y : ℝ => c * y) c x := by
        simpa using (hasDerivAt_id' x).const_mul c
      have h1 : HasDerivAt f c x := h2.congr_of_eventuallyEq (by
        filter_upwards [Ioi_mem_nhds hx] with y hy using hc y hy)
      exact (hf x hx).unique h1
    have hs : ∑ i, (f (n i) - v (n i) * n i) = 0 :=
      Finset.sum_eq_zero (fun i _ => by rw [hc _ (hn i), hv _ (hn i)]; ring)
    rw [ldaStress_isotropic hf hΩ hn, hs, zero_div, zero_smul]

end

end LDAStress
```

```lean
#print axioms LDAStress.ldaStress_dirac_exchange
#print axioms LDAStress.ldaStress_eq_zero_iff_linear
```

```
'LDAStress.ldaStress_dirac_exchange' depends on axioms: [propext, Classical.choice, Quot.sound]
'LDAStress.ldaStress_eq_zero_iff_linear' depends on axioms: [propext, Classical.choice, Quot.sound]
```
